# Flux π lowers the ground energy of two free spinless fermions on a four-site ring

The sites of the ring are numbered 0 to 3, and the hopping amplitude has modulus 1, which sets the unit of energy. The flux $\varphi$ is the dimensionless phase that a particle collects once around the ring, so $2\pi$ is one flux quantum. The phase is spread evenly, $\varphi/4$ per bond. The fermions have no spin and don't interact, and the flux is a given external number.

```lean
import Mathlib

open Matrix ComplexConjugate

namespace FermionFluxRing

noncomputable section

/-- The energies of two spinless fermions without interaction: eigenvalues of
`H ⊗ 1 + 1 ⊗ H` on nonzero antisymmetric amplitudes `Ψ a b`. -/
def twoFermionEnergies {n : Type*} [Fintype n] (H : Matrix n n ℂ) : Set ℝ :=
  {E | ∃ Ψ : Matrix n n ℂ, Ψ ≠ 0 ∧ Ψᵀ = -Ψ ∧ H * Ψ + Ψ * Hᵀ = (E : ℂ) • Ψ}
```

A two-particle state is a table of amplitudes $\Psi_{ab}$, for one particle on site $a$ and the other on site $b$. The conditions after `∃ Ψ` say that the state is nonzero, that it is antisymmetric, and that

$$H\Psi+\Psi H^{T}=E\,\Psi .$$

The left side is $H\otimes 1+1\otimes H$ written for a table: $\sum_c H_{ac}\Psi_{cb}+\sum_c H_{bc}\Psi_{ac}$. Hence there is a plain transpose `ᵀ` and no complex conjugation. `twoFermionEnergies H` is the set of all real $E$ for which such a state exists; it doesn't record degeneracies.

```lean
/-- The phase factor `exp (i φ / 4)` of one bond when the flux `φ` is spread evenly over four bonds.
-/
def hop (φ : ℝ) : ℂ := Complex.exp (((φ / 4 : ℝ) : ℂ) * Complex.I)
```

This is $e^{i\varphi/4}$.

```lean
/-- The one-particle Hamiltonian of the four-site ring with unit hopping and flux `φ`. -/
def ringH (φ : ℝ) : Matrix (Fin 4) (Fin 4) ℂ :=
  !![0, -conj (hop φ), 0, -hop φ;
     -hop φ, 0, -conj (hop φ), 0;
     0, -hop φ, 0, -conj (hop φ);
     -conj (hop φ), 0, -hop φ, 0]
```

The type `Fin 4` holds the site labels 0, 1, 2, 3, and `!![...]` lists a matrix row by row. Hopping forward from site $a$ to $a+1$ (modulo 4) has the amplitude $H_{a+1,a}=-e^{i\varphi/4}$, and hopping backward has its conjugate.

```lean
/-- The four one-particle levels of the ring at flux `φ`. -/
def ringLevel (φ : ℝ) : Fin 4 → ℝ :=
  ![-2 * Real.cos (φ / 4), -2 * Real.sin (φ / 4),
    2 * Real.cos (φ / 4), 2 * Real.sin (φ / 4)]
```

With $c=\cos(\varphi/4)$ and $s=\sin(\varphi/4)$, the levels numbered $k=0,1,2,3$ are $-2c,\,-2s,\,2c,\,2s$. At this point they are only a list; that they belong to the ring is proved below.

```lean
/-- The four plane waves on the ring, one in each column, not normalised. -/
def planeWaves : Matrix (Fin 4) (Fin 4) ℂ :=
  !![1, 1, 1, 1;
     1, Complex.I, -1, -Complex.I;
     1, -1, 1, -1;
     1, -Complex.I, -1, Complex.I]
```

Column $k$ is the plane wave $U_{ak}=i^{ka}$. The normalised orbital is $i^{ka}/2$.

## The matrix describes a ring with flux φ

```lean
/-- The ring Hamiltonian is Hermitian, and the hopping amplitudes once around the ring
multiply to `exp (i φ)`. -/
theorem ringH_hermitian_and_flux (φ : ℝ) :
    (ringH φ).IsHermitian ∧
      ringH φ 1 0 * ringH φ 2 1 * ringH φ 3 2 * ringH φ 0 3
        = Complex.exp (φ * Complex.I) := by
  constructor
  · ext i j
    fin_cases i <;> fin_cases j <;> simp [ringH, Matrix.conjTranspose_apply]
  · have h : hop φ ^ 4 = Complex.exp (φ * Complex.I) := by
      rw [hop, ← Complex.exp_nat_mul]
      congr 1
      push_cast
      ring
    change -hop φ * -hop φ * -hop φ * -hop φ = _
    rw [← h]
    ring
```

The theorem confirms that $H^\dagger=H$ and that the four forward amplitudes multiply to $(-e^{i\varphi/4})^4=e^{i\varphi}$. Lean checks Hermiticity entry by entry: `ext i j` picks an entry, `fin_cases` runs through the sixteen cases, and `simp` simplifies each one.

## Two-fermion energies are sums over two different orbitals

```lean
/-- If the columns of an invertible `U` are orbitals of `H` with levels `ε`, the two-fermion
energies are exactly the sums of the levels of two different orbitals. -/
theorem mem_twoFermionEnergies_iff {n : Type*} [Fintype n] [DecidableEq n]
    {H U V : Matrix n n ℂ} {ε : n → ℝ} (hVU : V * U = 1)
    (hH : H * U = U * diagonal (fun k => (ε k : ℂ))) (E : ℝ) :
    E ∈ twoFermionEnergies H ↔ ∃ i j, i ≠ j ∧ E = ε i + ε j := by
  obtain ⟨D, hD⟩ : ∃ D : Matrix n n ℂ, D = diagonal (fun k => (ε k : ℂ)) := ⟨_, rfl⟩
  rw [← hD] at hH
  have hDt : Dᵀ = D := by rw [hD, diagonal_transpose]
  have hUV : U * V = 1 := mul_eq_one_comm.mp hVU
  constructor
  · rintro ⟨Ψ, h0, hanti, hE⟩
    have hVH : V * H = D * V := by
      calc V * H = V * H * (U * V) := by rw [hUV, Matrix.mul_one]
        _ = V * (H * U) * V := by simp only [Matrix.mul_assoc]
        _ = (V * U) * D * V := by rw [hH]; simp only [Matrix.mul_assoc]
        _ = D * V := by rw [hVU, Matrix.one_mul]
    have hVHt : Hᵀ * Vᵀ = Vᵀ * D := by
      rw [← transpose_mul, hVH, transpose_mul, hDt]
    -- the amplitudes in the orbital basis
    have hΦ : D * (V * Ψ * Vᵀ) + (V * Ψ * Vᵀ) * D = (E : ℂ) • (V * Ψ * Vᵀ) := by
      calc _ = (D * V) * Ψ * Vᵀ + V * Ψ * (Vᵀ * D) := by simp only [Matrix.mul_assoc]
        _ = V * (H * Ψ + Ψ * Hᵀ) * Vᵀ := by rw [← hVH, ← hVHt]; noncomm_ring
        _ = _ := by rw [hE, Matrix.mul_smul, Matrix.smul_mul]
    have hΦt : (V * Ψ * Vᵀ)ᵀ = -(V * Ψ * Vᵀ) := by
      rw [transpose_mul, transpose_mul, transpose_transpose, hanti]
      noncomm_ring
    have hne : V * Ψ * Vᵀ ≠ 0 := by
      intro h
      apply h0
      calc Ψ = (U * V) * Ψ * (U * V)ᵀ := by rw [hUV]; simp
        _ = U * (V * Ψ * Vᵀ) * Uᵀ := by rw [transpose_mul]; simp only [Matrix.mul_assoc]
        _ = 0 := by rw [h]; simp
    generalize V * Ψ * Vᵀ = Φ at hΦ hΦt hne
    obtain ⟨i, j, hij⟩ : ∃ i j, Φ i j ≠ 0 := by
      by_contra! h
      exact hne (Matrix.ext h)
    refine ⟨i, j, ?_, ?_⟩
    · -- antisymmetry forbids double occupation
      rintro rfl
      have h := congrFun (congrFun hΦt i) i
      simp only [transpose_apply, Matrix.neg_apply] at h
      exact hij (by linear_combination h / 2)
    · have h := congrFun (congrFun hΦ i) j
      rw [hD] at h
      simp only [Matrix.add_apply, diagonal_mul, mul_diagonal, Matrix.smul_apply,
        smul_eq_mul] at h
      have h2 : (E : ℂ) = ((ε i + ε j : ℝ) : ℂ) := by
        apply mul_right_cancel₀ hij
        push_cast
        linear_combination -h
      exact_mod_cast h2
  · rintro ⟨i, j, hij, rfl⟩
    -- the Slater determinant of orbitals i and j
    obtain ⟨A, hA0, hAt, hDA⟩ : ∃ A : Matrix n n ℂ, A i j ≠ 0 ∧ Aᵀ = -A ∧
        D * A + A * D = ((ε i + ε j : ℝ) : ℂ) • A := by
      refine ⟨Matrix.of fun a b => (if a = i ∧ b = j then 1 else 0) -
        (if a = j ∧ b = i then 1 else 0), ?_, ?_, ?_⟩
      · simp [hij]
      · ext a b
        simp [and_comm]
      · ext a b
        rw [hD]
        simp only [Matrix.add_apply, diagonal_mul, mul_diagonal, Matrix.smul_apply,
          Matrix.of_apply, smul_eq_mul]
        by_cases h1 : a = i ∧ b = j
        · rw [if_pos h1, if_neg (fun h : a = j ∧ b = i => hij (h1.1.symm.trans h.1)),
            h1.1, h1.2]
          push_cast
          ring
        · by_cases h2 : a = j ∧ b = i
          · rw [if_neg h1, if_pos h2, h2.1, h2.2]
            push_cast
            ring
          · rw [if_neg h1, if_neg h2]
            ring
    refine ⟨U * A * Uᵀ, ?_, ?_, ?_⟩
    · intro h
      apply hA0
      have hA : A = 0 := by
        calc A = (V * U) * A * (V * U)ᵀ := by rw [hVU]; simp
          _ = V * (U * A * Uᵀ) * Vᵀ := by rw [transpose_mul]; simp only [Matrix.mul_assoc]
          _ = 0 := by rw [h]; simp
      rw [hA, Matrix.zero_apply]
    · rw [transpose_mul, transpose_mul, transpose_transpose, hAt]
      noncomm_ring
    · calc _ = (H * U) * A * Uᵀ + U * A * (H * U)ᵀ := by
            rw [transpose_mul]; simp only [Matrix.mul_assoc]
        _ = U * (D * A + A * D) * Uᵀ := by
            rw [hH, transpose_mul, hDt]; noncomm_ring
        _ = _ := by rw [hDA, Matrix.mul_smul, Matrix.smul_mul]
```

Here $H$ is any finite matrix with a complete set of orbitals, the columns of $U$, and real levels $\varepsilon_k$. In formulas, $VU=1$ and $HU=UD$ with $D=\mathrm{diag}(\varepsilon_k)$. The theorem says that $E$ is a two-fermion energy exactly when $E=\varepsilon_i+\varepsilon_j$ for some $i\neq j$. The orbitals must differ, but their levels may coincide.

For the forward direction, note that $UV=1$ as well, since the matrices are square. Therefore

$$VH=VH\,UV=V(UD)V=DV .$$

Put $\Phi=V\Psi V^T$, the amplitudes in the orbital basis. Multiplying the eigenvalue equation by $V$ on the left and $V^T$ on the right gives $D\Phi+\Phi D=E\Phi$, or in components

$$(\varepsilon_i+\varepsilon_j-E)\,\Phi_{ij}=0 .$$

Since $\Psi=U\Phi U^T$ is nonzero, some $\Phi_{ij}$ is nonzero, and so $E=\varepsilon_i+\varepsilon_j$. Antisymmetry gives $\Phi_{ii}=-\Phi_{ii}=0$, so $i\ne j$. This is the Pauli principle. In the code these steps are `hVH`, `hΦ`, `hne` and `hΦt`, and the `calc` blocks are the chains of equalities.

For the converse, let $A$ have the entry $1$ at $(i,j)$, $-1$ at $(j,i)$ and $0$ elsewhere. Then $DA+AD=(\varepsilon_i+\varepsilon_j)A$, and $\Psi=UAU^T$ is the Slater determinant

$$\Psi_{ab}=U_{ai}U_{bj}-U_{aj}U_{bi}.$$

It is antisymmetric, it is nonzero because $A=V\Psi V^T$, and

$$H\Psi+\Psi H^T=U(DA+AD)U^T=(\varepsilon_i+\varepsilon_j)\Psi .$$

For orthonormal orbitals the normalised state is $\Psi/\sqrt2$; with the columns of `planeWaves` it is $\Psi/(4\sqrt2)$.

## One particle on the ring

```lean
/-- The plane waves are a complete set of orbitals of the ring, with levels `ringLevel φ`. -/
theorem planeWaves_witness (φ : ℝ) :
    ((1 / 4 : ℂ) • planeWavesᴴ) * planeWaves = 1 ∧
      ringH φ * planeWaves = planeWaves * diagonal (fun k => (ringLevel φ k : ℂ)) := by
  constructor
  · have h : planeWavesᴴ * planeWaves = (4 : ℂ) • (1 : Matrix (Fin 4) (Fin 4) ℂ) := by
      ext i j
      fin_cases i <;> fin_cases j <;> apply Complex.ext <;>
        simp [planeWaves, Matrix.mul_apply, Fin.sum_univ_four] <;> norm_num
    rw [Matrix.smul_mul, h, smul_smul]
    norm_num
  · have h1 : hop φ = (Real.cos (φ / 4) : ℂ) + (Real.sin (φ / 4) : ℂ) * Complex.I := by
      rw [hop, Complex.exp_mul_I, Complex.ofReal_cos, Complex.ofReal_sin]
    unfold ringH ringLevel
    rw [h1]
    generalize Real.cos (φ / 4) = c
    generalize Real.sin (φ / 4) = s
    ext i j
    rw [mul_diagonal]
    fin_cases i <;> fin_cases j <;> apply Complex.ext <;>
      simp [planeWaves, Matrix.mul_apply, Fin.sum_univ_four] <;> ring
```

The first part is orthogonality, $\sum_a \overline{i^{ka}}\,i^{la}=4\delta_{kl}$, so that $V=U^\dagger/4$ inverts $U$. The second part is the eigenvalue equation. Acting on plane wave $k$, the Hamiltonian multiplies it by

$$-e^{i\varphi/4}i^{-k}-e^{-i\varphi/4}i^{k}=-2\cos\!\left(\tfrac{\varphi}{4}-\tfrac{k\pi}{2}\right),$$

which is $-2c,-2s,2c,2s$ for $k=0,1,2,3$. Lean writes $e^{i\varphi/4}=c+is$, treats $c$ and $s$ as plain letters (`generalize`), and compares real and imaginary parts of each entry.

```lean
/-- The characteristic determinant of the ring is the product over its four levels. -/
theorem det_ringH (φ : ℝ) (x : ℂ) :
    (x • (1 : Matrix (Fin 4) (Fin 4) ℂ) - ringH φ).det = ∏ k, (x - (ringLevel φ k : ℂ)) := by
  obtain ⟨hVU, hH⟩ := planeWaves_witness φ
  have hd : diagonal (fun k => x - (ringLevel φ k : ℂ))
      = x • (1 : Matrix (Fin 4) (Fin 4) ℂ) - diagonal (fun k => (ringLevel φ k : ℂ)) := by
    ext a b
    by_cases h : a = b
    · subst h
      simp
    · simp [h]
  have hm : (x • (1 : Matrix (Fin 4) (Fin 4) ℂ) - ringH φ) * planeWaves
      = planeWaves * diagonal (fun k => x - (ringLevel φ k : ℂ)) := by
    rw [hd, Matrix.sub_mul, Matrix.mul_sub, hH, Matrix.smul_mul, Matrix.mul_smul,
      Matrix.one_mul, Matrix.mul_one]
  have hU : planeWaves.det ≠ 0 := by
    intro h
    have h2 := congrArg Matrix.det hVU
    rw [det_mul, h, mul_zero, det_one] at h2
    exact zero_ne_one h2
  have h3 := congrArg Matrix.det hm
  rw [det_mul, det_mul, det_diagonal] at h3
  apply mul_right_cancel₀ hU
  rw [h3, mul_comm]
```

From $HU=UD$ follows $(x-H)U=U(x-D)$. Taking determinants and cancelling $\det U\neq0$ gives $\det(x-H)=\prod_k(x-\varepsilon_k)$.

```lean
/-- The one-particle spectrum with multiplicities is `-2, 0, 0, 2` at zero flux and
`-√2, -√2, √2, √2` at flux `π`. -/
theorem one_particle_spectra (x : ℂ) :
    (x • (1 : Matrix (Fin 4) (Fin 4) ℂ) - ringH 0).det = (x + 2) * x ^ 2 * (x - 2) ∧
      (x • (1 : Matrix (Fin 4) (Fin 4) ℂ) - ringH Real.pi).det
        = (x + (√2 : ℝ)) ^ 2 * (x - (√2 : ℝ)) ^ 2 := by
  have h0 : ringLevel 0 = ![-2, 0, 2, 0] := by
    ext k
    fin_cases k <;> simp [ringLevel]
  have hpi : ringLevel Real.pi = ![-√2, -√2, √2, √2] := by
    unfold ringLevel
    rw [Real.cos_pi_div_four, Real.sin_pi_div_four]
    ext k
    fin_cases k <;> simp <;> ring
  constructor
  · rw [det_ringH, h0, Fin.prod_univ_four]
    simp
    ring
  · rw [det_ringH, hpi, Fin.prod_univ_four]
    simp
    ring
```

At $\varphi=0$ we have $c=1$, $s=0$, and the levels are $-2,0,0,2$. At $\varphi=\pi$ we have $c=s=\sqrt2/2$, and they are $-\sqrt2,-\sqrt2,\sqrt2,\sqrt2$. The multiplicities appear as the powers of the factors.

```lean
/-- At no flux does a single particle on the four-site ring have a level below `-2`. -/
theorem one_particle_diamagnetic (φ x : ℝ)
    (hx : ((x : ℂ) • (1 : Matrix (Fin 4) (Fin 4) ℂ) - ringH φ).det = 0) : -2 ≤ x := by
  rw [det_ringH, Finset.prod_eq_zero_iff] at hx
  obtain ⟨k, -, hk⟩ := hx
  have h : x = ringLevel φ k := by exact_mod_cast sub_eq_zero.mp hk
  have h1 := Real.cos_le_one (φ / 4)
  have h2 := Real.neg_one_le_cos (φ / 4)
  have h3 := Real.sin_le_one (φ / 4)
  have h4 := Real.neg_one_le_sin (φ / 4)
  rw [h]
  fin_cases k <;> simp [ringLevel] <;> linarith
```

If $\det(x-H)=0$, one factor vanishes, so $x$ is one of $\pm2c,\pm2s$, and none of these is below $-2$. By the previous theorem $-2$ is the lowest level at zero flux, so no flux lowers the one-particle ground energy of this ring. This is the diamagnetic inequality as a comparison of ground energies, for this one ring. The name usually stands for a much more general statement about a single particle in an arbitrary magnetic vector potential.

## Two particles on the ring

```lean
/-- For flux between `0` and `2π` the ground energy of two spinless fermions on the ring is
`-2 (cos (φ/4) + sin (φ/4))`. -/
theorem two_fermion_ground_energy {φ : ℝ} (h0 : 0 ≤ φ) (h1 : φ ≤ 2 * Real.pi) :
    IsLeast (twoFermionEnergies (ringH φ))
      (-2 * (Real.cos (φ / 4) + Real.sin (φ / 4))) := by
  obtain ⟨hVU, hH⟩ := planeWaves_witness φ
  have hc : 0 ≤ Real.cos (φ / 4) :=
    Real.cos_nonneg_of_neg_pi_div_two_le_of_le (by linarith [Real.pi_pos]) (by linarith)
  have hs : 0 ≤ Real.sin (φ / 4) :=
    Real.sin_nonneg_of_nonneg_of_le_pi (by linarith) (by linarith [Real.pi_pos])
  constructor
  · rw [mem_twoFermionEnergies_iff hVU hH]
    refine ⟨0, 1, by decide, ?_⟩
    simp [ringLevel]
    ring
  · intro E hE
    rw [mem_twoFermionEnergies_iff hVU hH] at hE
    obtain ⟨i, j, hij, rfl⟩ := hE
    fin_cases i <;> fin_cases j <;> simp [ringLevel] at hij ⊢ <;> linarith
```

`IsLeast S m` means that $m$ belongs to the set $S$ and that no element of $S$ is smaller, which is what a ground energy is. For $0\le\varphi\le2\pi$ the angle $\varphi/4$ lies between $0$ and $\pi/2$, so $c,s\ge0$. The sums over two different orbitals are

$$-2c-2s,\quad 0,\quad -2c+2s,\quad 2c-2s,\quad 0,\quad 2c+2s,$$

and the first is the smallest. Lean obtains it from orbitals 0 and 1, then goes through all pairs $(i,j)$; `linarith` settles each linear inequality. The range of $\varphi$ matters: at $\varphi=-\pi$ the formula would give $0$, although reversing the flux leaves the energies unchanged.

```lean
/-- Flux `π` lowers the ground energy of two spinless fermions on the four-site ring from `-2` to
`-2√2`. -/
theorem diamagnetic_inequality_fails :
    IsLeast (twoFermionEnergies (ringH 0)) (-2) ∧
      IsLeast (twoFermionEnergies (ringH Real.pi)) (-2 * √2) ∧ -2 * √2 < (-2 : ℝ) := by
  refine ⟨?_, ?_, ?_⟩
  · have h := two_fermion_ground_energy le_rfl (by positivity : (0 : ℝ) ≤ 2 * Real.pi)
    rwa [zero_div, Real.cos_zero, Real.sin_zero, add_zero, mul_one] at h
  · have h := two_fermion_ground_energy Real.pi_pos.le (by linarith [Real.pi_pos])
    rwa [Real.cos_pi_div_four, Real.sin_pi_div_four, add_halves] at h
  · have h : (1 : ℝ) < √2 := by
      rw [Real.lt_sqrt (by norm_num)]
      norm_num
    linarith
```

Inserting the values of $c$ and $s$ gives $-2$ at zero flux and $-2\sqrt2$ at flux $\pi$, and $\sqrt2>1$ makes the second lower. In a ground state at zero flux one fermion occupies the level $-2$ and the other a level at $0$. At flux $\pi$ two orbitals lie at $-\sqrt2$, and both are filled. The name of the theorem means that the comparison of ground energies, which holds for one particle, doesn't carry over to two fermions.

For finite-cluster calculations, this non-interacting four-site example shows that periodic boundary conditions without a twist needn't give the lowest fermion energy.

```lean
/-- Every flux strictly between `0` and `2π` lowers the ground energy of two spinless fermions
on the ring below its value at zero flux. -/
theorem every_flux_lowers {φ E₀ E : ℝ} (h0 : 0 < φ) (h1 : φ < 2 * Real.pi)
    (hE₀ : IsLeast (twoFermionEnergies (ringH 0)) E₀)
    (hE : IsLeast (twoFermionEnergies (ringH φ)) E) : E < E₀ := by
  rw [hE₀.unique diamagnetic_inequality_fails.1,
    hE.unique (two_fermion_ground_energy h0.le h1.le)]
  have hc : 0 < Real.cos (φ / 4) :=
    Real.cos_pos_of_mem_Ioo ⟨by linarith [Real.pi_pos], by linarith⟩
  have hs : 0 < Real.sin (φ / 4) :=
    Real.sin_pos_of_pos_of_lt_pi (by linarith) (by linarith [Real.pi_pos])
  -- (cos + sin)² = 1 + 2 cos sin exceeds 1
  nlinarith [Real.sin_sq_add_cos_sq (φ / 4), mul_pos hc hs]

end

end FermionFluxRing
```

Here $E_0$ and $E$ are any numbers that are ground energies at flux $0$ and $\varphi$. A least element is unique, so they equal $-2$ and $-2(c+s)$. For $0<\varphi<2\pi$ both $c$ and $s$ are positive, and

$$(c+s)^2=1+2cs>1 .$$

Hence $c+s>1$ and $E<E_0$. The tactic `nlinarith` finds this from $s^2+c^2=1$ and $cs>0$.

The same change of basis treats two non-interacting bosons, with $\Psi^T=\Psi$ in place of antisymmetry. Double occupation is then allowed, and the ground energy is twice the lowest one-particle level. On this ring it is $-4$ at zero flux and never lower at any other flux, so for bosons the diamagnetic comparison survives.

```lean
#print axioms FermionFluxRing.one_particle_spectra
#print axioms FermionFluxRing.one_particle_diamagnetic
#print axioms FermionFluxRing.two_fermion_ground_energy
#print axioms FermionFluxRing.every_flux_lowers
```

```
'FermionFluxRing.one_particle_spectra' depends on axioms: [propext, Classical.choice, Quot.sound]
'FermionFluxRing.one_particle_diamagnetic' depends on axioms: [propext, Classical.choice, Quot.sound]
'FermionFluxRing.two_fermion_ground_energy' depends on axioms: [propext, Classical.choice, Quot.sound]
'FermionFluxRing.every_flux_lowers' depends on axioms: [propext, Classical.choice, Quot.sound]
```
